# A PAW Green function formula that allows singular nonlocal strengths

Take a PAW Hamiltonian with one projector channel, nonlocal strength $D$ and augmentation charge $q \neq 0$. At the energy $e = D/q$ the combination $W = D - eq$ vanishes. The nonlocal term then drops out of $eS - H$, and the Green function is that of the smooth Hamiltonian. Yet a common form of the Woodbury identity,

$$G_0 + G_0P\,(W^{-1} - P^*G_0P)^{-1}P^*G_0,$$

divides by zero there. With several channels it fails whenever $W$ is singular, even if $W$ is not zero and the Green function exists. The formula below contains no $W^{-1}$. It needs $e - H_0$ to be invertible, and a matrix $K$ of the size of the channel space decides whether the Green function exists.

## Operators as finite complex matrices

The index type `n` labels an orthonormal basis and `m` labels the projector channels; both are finite.

```lean
import Mathlib

open Matrix

namespace PAWGreenFunction

noncomputable section

variable {n m : Type*} [Fintype n] [DecidableEq n] [Fintype m] [DecidableEq m]
```

The matrix $H_0$ stands for the smooth part of the Hamiltonian, kinetic energy plus effective local potential. The columns of the rectangular matrix $P$ are the projectors, and $P^*$, written `Pᴴ` in Lean, is the conjugate transpose. The strengths $D$ are given numbers, so their self-consistent dependence on the density is not modelled.

```lean
/-- The PAW Hamiltonian `H0 + P D P*`: a smooth part and nonlocal strengths `D` between
projector channels. -/
def hamiltonian (H0 : Matrix n n ℂ) (P : Matrix n m ℂ) (D : Matrix m m ℂ) : Matrix n n ℂ :=
  H0 + P * D * Pᴴ
```

The overlap $S = 1 + PqP^*$ corrects the norm of the smooth wavefunctions by the augmentation charges $q$.

```lean
/-- The PAW overlap operator `1 + P q P*` with augmentation charges `q`. -/
def overlap (P : Matrix n m ℂ) (q : Matrix m m ℂ) : Matrix n n ℂ :=
  1 + P * q * Pᴴ
```

At a complex energy $e$, the two nonlocal terms combine into one strength, $W = D - eq$.

```lean
/-- The energy-dependent nonlocal strength `W = D - e q`. -/
def strength (D q : Matrix m m ℂ) (e : ℂ) : Matrix m m ℂ :=
  D - e • q
```

Write $A = e - H_0$ and $G_0 = A^{-1}$.

```lean
/-- The resolvent `(e - H0)⁻¹` of the smooth Hamiltonian, for `e` such that `e - H0` is
invertible. -/
def smoothGreen (H0 : Matrix n n ℂ) (e : ℂ) : Matrix n n ℂ :=
  (e • (1 : Matrix n n ℂ) - H0)⁻¹
```

The channel matrix is $K = 1 - WP^*G_0P$.

```lean
/-- The channel matrix `K = 1 - W P* (e - H0)⁻¹ P`, for `e` such that `e - H0` is
invertible. -/
def channelMatrix (H0 : Matrix n n ℂ) (P : Matrix n m ℂ) (D q : Matrix m m ℂ) (e : ℂ) :
    Matrix m m ℂ :=
  1 - strength D q e * (Pᴴ * smoothGreen H0 e * P)
```

Collecting terms gives

$$eS - H = e + ePqP^* - H_0 - PDP^* = A - PWP^*.$$

This needs no condition on the energy. In `pencil_eq`, `simp only` expands the products and `abel` collects the terms.

```lean
omit [Fintype n] [DecidableEq m] in
/-- The operator `e S - H` is `e - H0` minus a nonlocal term of strength `W = D - e q`. -/
theorem pencil_eq (H0 : Matrix n n ℂ) (P : Matrix n m ℂ) (D q : Matrix m m ℂ) (e : ℂ) :
    e • overlap P q - hamiltonian H0 P D
      = (e • (1 : Matrix n n ℂ) - H0) - P * strength D q e * Pᴴ := by
  simp only [overlap, hamiltonian, strength, smul_add, Matrix.mul_sub, Matrix.sub_mul,
    Matrix.mul_smul, Matrix.smul_mul]
  abel
```

Besides making the matrix products finite sums, finiteness is used later for determinants and for the fact that a right inverse of a square matrix is its inverse. In infinite dimension both steps would need other arguments. The Green function meant here is $(eS - H)^{-1}$, which acts on the smooth wavefunctions and not on the all-electron ones.

## The energy is not an eigenvalue of $H_0$

The hypothesis `hA` says that $A = e - H_0$ is invertible (`IsUnit`). Physically, the smooth Hamiltonian alone has no state at $e$. If $H_0$ is Hermitian, this holds at every energy with a non-zero imaginary part.

The derivation uses it to pull $A$ out on the left:

$$A - PWP^* = A\,(1 - G_0P\,WP^*).$$

For rectangular $B$ and $C$ of matching sizes, $\det(1 - BC) = \det(1 - CB)$, because both are the determinant of the block matrix $\begin{pmatrix}1 & B\\ C & 1\end{pmatrix}$, computed by eliminating one off-diagonal block or the other. With $B = G_0P$ and $C = WP^*$,

$$\det(eS - H) = \det A\,\det(1 - WP^*G_0P) = \det A\,\det K.$$

In `secular_det`, `hA` enters through `hAG`, which is $AG_0 = 1$. The step `hfac` is the factorisation, and `Matrix.det_one_sub_mul_comm` exchanges the rectangular factors.

```lean
/-- Where `e - H0` is invertible, the PAW secular determinant is the smooth secular determinant
times the determinant of the channel matrix. -/
theorem secular_det (H0 : Matrix n n ℂ) (P : Matrix n m ℂ) (D q : Matrix m m ℂ) (e : ℂ)
    (hA : IsUnit (e • (1 : Matrix n n ℂ) - H0)) :
    (e • overlap P q - hamiltonian H0 P D).det
      = (e • (1 : Matrix n n ℂ) - H0).det * (channelMatrix H0 P D q e).det := by
  have hAG : (e • (1 : Matrix n n ℂ) - H0) * smoothGreen H0 e = 1 :=
    Matrix.mul_nonsing_inv _ ((Matrix.isUnit_iff_isUnit_det _).mp hA)
  -- pull the smooth factor out on the left
  have hfac : (e • (1 : Matrix n n ℂ) - H0) - P * strength D q e * Pᴴ
      = (e • (1 : Matrix n n ℂ) - H0)
        * (1 - (smoothGreen H0 e * P) * (strength D q e * Pᴴ)) := by
    rw [Matrix.mul_sub, Matrix.mul_one, ← Matrix.mul_assoc, ← Matrix.mul_assoc,
      ← Matrix.mul_assoc, hAG, Matrix.one_mul]
  -- exchange the order of the rectangular factors
  rw [pencil_eq, hfac, Matrix.det_mul, Matrix.det_one_sub_mul_comm]
  simp only [channelMatrix, Matrix.mul_assoc]
```

Without `hA` the formula loses its starting point, although the Green function may still exist. For $1\times1$ matrices with $H_0 = e$, $P = 1$ and $W \neq 0$, the matrix $eS - H = -W$ is invertible while $G_0$ does not exist. Lean sets the inverse of a singular matrix to zero, so there $K = 1$, and the determinant identity would read $-W = 0$.

## No PAW state at the energy

Since $\det A \neq 0$, the determinant identity shows that $eS - H$ is invertible exactly when $K$ is. Invertibility of $K$ therefore means that $H\psi = eS\psi$ has no non-zero solution. It is the premise of the second half of `paw_green_function`, called `hK` in the proof.

To find the inverse, put $X = K^{-1}WP^*G_0$. Then $KX = WP^*G_0$, or, written out,

$$X - WP^*G_0P\,X = WP^*G_0.$$

Multiplying $eS - H$ by the proposed Green function gives

$$\begin{aligned}
(A - PWP^*)(G_0 + G_0PX)
&= 1 + PX - PWP^*G_0 - PWP^*G_0PX\\
&= 1 + P\,(X - WP^*G_0PX) - PWP^*G_0\\
&= 1.
\end{aligned}$$

Hence

$$(eS - H)^{-1} = G_0 + G_0P\,K^{-1}WP^*G_0.$$

The first part of the Lean proof turns invertibility into a statement about determinants and applies `secular_det`. In the second part, `Matrix.inv_eq_right_inv` reduces the claim to the product above. The equation for $X$ is `hX`, and the `calc` block follows the three displayed lines.

```lean
/-- Where `e - H0` is invertible, `e S - H` is invertible exactly when the channel matrix `K`
is, and then the PAW Green function is `G0 + G0 P K⁻¹ W P* G0` with `G0 = (e - H0)⁻¹`. -/
theorem paw_green_function (H0 : Matrix n n ℂ) (P : Matrix n m ℂ) (D q : Matrix m m ℂ)
    (e : ℂ) (hA : IsUnit (e • (1 : Matrix n n ℂ) - H0)) :
    (IsUnit (e • overlap P q - hamiltonian H0 P D) ↔ IsUnit (channelMatrix H0 P D q e)) ∧
    (IsUnit (channelMatrix H0 P D q e) →
      (e • overlap P q - hamiltonian H0 P D)⁻¹
        = smoothGreen H0 e + smoothGreen H0 e * P *
          ((channelMatrix H0 P D q e)⁻¹ * (strength D q e * Pᴴ * smoothGreen H0 e))) := by
  have hdet := (Matrix.isUnit_iff_isUnit_det _).mp hA
  refine ⟨?_, fun hK => ?_⟩
  · rw [Matrix.isUnit_iff_isUnit_det,
      Matrix.isUnit_iff_isUnit_det (channelMatrix H0 P D q e),
      secular_det H0 P D q e hA, IsUnit.mul_iff]
    exact and_iff_right hdet
  · have hAG : (e • (1 : Matrix n n ℂ) - H0) * smoothGreen H0 e = 1 :=
      Matrix.mul_nonsing_inv _ hdet
    have hKK := Matrix.mul_nonsing_inv _ ((Matrix.isUnit_iff_isUnit_det _).mp hK)
    rw [pencil_eq]
    apply Matrix.inv_eq_right_inv
    -- `X` solves the channel equation `K X = W P* G0`
    have hX : channelMatrix H0 P D q e *
        ((channelMatrix H0 P D q e)⁻¹ * (strength D q e * Pᴴ * smoothGreen H0 e))
        = strength D q e * Pᴴ * smoothGreen H0 e := by
      rw [← Matrix.mul_assoc, hKK, Matrix.one_mul]
    generalize (channelMatrix H0 P D q e)⁻¹ *
      (strength D q e * Pᴴ * smoothGreen H0 e) = X at hX ⊢
    rw [channelMatrix, Matrix.sub_mul, Matrix.one_mul] at hX
    generalize e • (1 : Matrix n n ℂ) - H0 = A at hAG ⊢
    generalize smoothGreen H0 e = G at hAG hX ⊢
    generalize strength D q e = W at hX ⊢
    calc (A - P * W * Pᴴ) * (G + G * P * X)
        = A * G + A * G * P * X - P * (W * Pᴴ * G) - P * (W * (Pᴴ * G * P) * X) := by
          simp only [Matrix.sub_mul, Matrix.mul_add, Matrix.mul_assoc]
          abel
      _ = 1 + P * (X - W * (Pᴴ * G * P) * X) - P * (W * Pᴴ * G) := by
          rw [hAG, Matrix.one_mul, Matrix.mul_sub]
          abel
      _ = 1 := by
          rw [hX]
          abel
```

If $K$ is singular, so is $eS - H$, and there is no Green function at that energy. In electronic-structure work, for a finite basis and fixed $D$ and $q$, the formula reduces the PAW Green function to the resolvent of $H_0$ and one inverse in the channel space.

## A state at the energy, seen from the channels

When $K$ is singular, the states at $e$ can be described by their channel amplitudes $c = WP^*\psi$. The hypothesis `h` of `amplitudes_of_state` says that $\psi$ solves $H\psi = eS\psi$. This means $A\psi = PWP^*\psi = Pc$, and applying $G_0$ gives

$$\psi = G_0Pc.$$

Applying $WP^*$ to this equation gives $c = WP^*G_0Pc$, which is $Kc = 0$.

In Lean, `h` becomes `h1`, the equation $A\psi = PWP^*\psi$. The left inverse `hGA` then yields the reconstruction `hψ`, and `congrArg` applies $WP^*$ to both of its sides.

```lean
/-- Where `e - H0` is invertible, with inverse `G0`, a solution of `H ψ = e S ψ` is rebuilt from its
channel amplitudes `c = W P* ψ` as `ψ = G0 P c`, and these amplitudes satisfy `K c = 0`. -/
theorem amplitudes_of_state (H0 : Matrix n n ℂ) (P : Matrix n m ℂ) (D q : Matrix m m ℂ)
    (e : ℂ) (hA : IsUnit (e • (1 : Matrix n n ℂ) - H0)) (ψ : n → ℂ)
    (h : hamiltonian H0 P D *ᵥ ψ = (e • overlap P q) *ᵥ ψ) :
    ψ = (smoothGreen H0 e * P) *ᵥ ((strength D q e * Pᴴ) *ᵥ ψ) ∧
    channelMatrix H0 P D q e *ᵥ ((strength D q e * Pᴴ) *ᵥ ψ) = 0 := by
  have hGA : smoothGreen H0 e * (e • (1 : Matrix n n ℂ) - H0) = 1 :=
    Matrix.nonsing_inv_mul _ ((Matrix.isUnit_iff_isUnit_det _).mp hA)
  have h0 : (e • overlap P q - hamiltonian H0 P D) *ᵥ ψ = 0 := by
    rw [Matrix.sub_mulVec, h, sub_self]
  rw [pencil_eq, Matrix.sub_mulVec] at h0
  have h1 := sub_eq_zero.mp h0
  have hψ : ψ = (smoothGreen H0 e * P) *ᵥ ((strength D q e * Pᴴ) *ᵥ ψ) := by
    calc ψ = (smoothGreen H0 e * (e • (1 : Matrix n n ℂ) - H0)) *ᵥ ψ := by
          rw [hGA, Matrix.one_mulVec]
      _ = smoothGreen H0 e *ᵥ ((e • (1 : Matrix n n ℂ) - H0) *ᵥ ψ) :=
          (Matrix.mulVec_mulVec _ _ _).symm
      _ = _ := by
          rw [h1]
          simp only [Matrix.mulVec_mulVec, Matrix.mul_assoc]
  refine ⟨hψ, ?_⟩
  rw [channelMatrix, Matrix.sub_mulVec, Matrix.one_mulVec, sub_eq_zero]
  -- project the reconstruction formula back onto the channels
  refine (congrArg (fun v => (strength D q e * Pᴴ) *ᵥ v) hψ).trans ?_
  simp only [Matrix.mulVec_mulVec, Matrix.mul_assoc]
```

Without `h`, let $r = (eS - H)\psi$. The same steps give $\psi = G_0Pc + G_0r$ and $Kc = WP^*G_0r$, so in general the amplitudes no longer determine the state.

The converse starts from the hypothesis `hc`, which is $Kc = 0$: the amplitudes reproduce themselves after propagation by $G_0$ and scattering by $W$. Set $\psi = G_0Pc$. Then

$$WP^*\psi = WP^*G_0Pc = c, \qquad A\psi = Pc = PWP^*\psi,$$

and the second equation is $H\psi = eS\psi$. In `state_of_amplitudes` the first equation is `amp`, and `key` uses it to show that $(eS - H)\psi = 0$.

```lean
/-- Where `e - H0` is invertible, with inverse `G0`, amplitudes with `K c = 0` give a solution `ψ =
G0 P c` of `H ψ = e S ψ` whose channel amplitudes `W P* ψ` are again `c`. -/
theorem state_of_amplitudes (H0 : Matrix n n ℂ) (P : Matrix n m ℂ) (D q : Matrix m m ℂ)
    (e : ℂ) (hA : IsUnit (e • (1 : Matrix n n ℂ) - H0)) (c : m → ℂ)
    (hc : channelMatrix H0 P D q e *ᵥ c = 0) :
    hamiltonian H0 P D *ᵥ ((smoothGreen H0 e * P) *ᵥ c)
      = (e • overlap P q) *ᵥ ((smoothGreen H0 e * P) *ᵥ c) ∧
    (strength D q e * Pᴴ) *ᵥ ((smoothGreen H0 e * P) *ᵥ c) = c := by
  have hAG : (e • (1 : Matrix n n ℂ) - H0) * smoothGreen H0 e = 1 :=
    Matrix.mul_nonsing_inv _ ((Matrix.isUnit_iff_isUnit_det _).mp hA)
  rw [channelMatrix, Matrix.sub_mulVec, Matrix.one_mulVec, sub_eq_zero] at hc
  have amp : (strength D q e * Pᴴ) *ᵥ ((smoothGreen H0 e * P) *ᵥ c) = c := by
    refine Eq.trans ?_ hc.symm
    simp only [Matrix.mulVec_mulVec, Matrix.mul_assoc]
  refine ⟨?_, amp⟩
  have key : (e • overlap P q - hamiltonian H0 P D) *ᵥ ((smoothGreen H0 e * P) *ᵥ c) = 0 := by
    rw [pencil_eq, Matrix.sub_mulVec, sub_eq_zero]
    -- both sides equal `P c`
    calc (e • (1 : Matrix n n ℂ) - H0) *ᵥ ((smoothGreen H0 e * P) *ᵥ c)
        = P *ᵥ c := by
          rw [Matrix.mulVec_mulVec, ← Matrix.mul_assoc, hAG, Matrix.one_mul]
      _ = P *ᵥ ((strength D q e * Pᴴ) *ᵥ ((smoothGreen H0 e * P) *ᵥ c)) := by rw [amp]
      _ = _ := by simp only [Matrix.mulVec_mulVec, Matrix.mul_assoc]
  rw [Matrix.sub_mulVec] at key
  exact (sub_eq_zero.mp key).symm
```

Without `hc`, the same $\psi$ has amplitudes $c - Kc$ and leaves the residual $(eS - H)\psi = PKc$.

Both theorems allow the zero vector, but neither map sends a non-zero vector to zero: $c = 0$ would force $\psi = G_0Pc = 0$, and $\psi = 0$ would force $c = WP^*\psi = 0$. Non-zero states therefore correspond to non-zero amplitudes, also when $W$ is singular.

## Singular strengths, dependent projectors, non-Hermitian matrices

No theorem assumes that $W$ is invertible, that the columns of $P$ are linearly independent, or that $H_0$, $D$ or $q$ is Hermitian. The derivation inverts only $A$ and $K$, and it uses $P^*$ only as a factor in products.

A two-channel example shows a singular strength that is not zero. Take $H_0 = 0$, $P = 1$, $e = 1$, $D = \mathrm{diag}(3,0)$ and $q = \mathrm{diag}(1,0)$. Then $A = G_0 = 1$, $W = \mathrm{diag}(2,0)$ and $K = 1 - W = \mathrm{diag}(-1,1)$. The formula gives

$$1 + K^{-1}W = 1 + \mathrm{diag}(-2,0) = \mathrm{diag}(-1,1).$$

This agrees with inverting $eS - H = \mathrm{diag}(2,1) - \mathrm{diag}(3,0) = \mathrm{diag}(-1,1)$ directly.

The theorem `singular_strength_witness` states the value of $W$, its singularity, the invertibility of $K$ and the Green function. Its proof computes the matrices entry by entry, decides invertibility by $2\times2$ determinants, and checks the inverse by multiplication.

```lean
/-- Two channels with `H0 = 0`, `P = 1`, `e = 1`, `D = diag(3, 0)` and `q = diag(1, 0)`: the
strength `W = diag(2, 0)` is singular, yet `K` is invertible and the Green function is
`diag(-1, 1)`. -/
theorem singular_strength_witness :
    strength !![3, 0; 0, 0] !![1, 0; 0, 0] 1 = !![2, 0; 0, 0] ∧
    ¬ IsUnit (!![2, 0; 0, 0] : Matrix (Fin 2) (Fin 2) ℂ) ∧
    IsUnit (channelMatrix (0 : Matrix (Fin 2) (Fin 2) ℂ) 1 !![3, 0; 0, 0] !![1, 0; 0, 0] 1) ∧
    ((1 : ℂ) • overlap (1 : Matrix (Fin 2) (Fin 2) ℂ) !![1, 0; 0, 0]
      - hamiltonian 0 1 !![3, 0; 0, 0])⁻¹ = !![-1, 0; 0, 1] := by
  have hW : strength !![3, 0; 0, 0] !![1, 0; 0, 0] 1
      = (!![2, 0; 0, 0] : Matrix (Fin 2) (Fin 2) ℂ) := by
    ext i j
    fin_cases i <;> fin_cases j <;> norm_num [strength]
  have hM : (1 : Matrix (Fin 2) (Fin 2) ℂ) - !![2, 0; 0, 0] = !![-1, 0; 0, 1] := by
    ext i j
    fin_cases i <;> fin_cases j <;> norm_num
  refine ⟨hW, ?_, ?_, ?_⟩
  · rw [Matrix.isUnit_iff_isUnit_det, Matrix.det_fin_two_of]
    norm_num
  · rw [channelMatrix, hW, smoothGreen, one_smul, sub_zero, inv_one,
      Matrix.conjTranspose_one, mul_one, mul_one, mul_one, hM,
      Matrix.isUnit_iff_isUnit_det, Matrix.det_fin_two_of]
    norm_num
  · rw [pencil_eq, hW, one_smul, sub_zero, Matrix.conjTranspose_one, one_mul, mul_one, hM]
    apply Matrix.inv_eq_right_inv
    ext i j
    fin_cases i <;> fin_cases j <;> norm_num [Matrix.mul_apply, Fin.sum_univ_succ]

end

end PAWGreenFunction
```

```lean
#print axioms PAWGreenFunction.paw_green_function
-- 'PAWGreenFunction.paw_green_function' depends on axioms: [propext, Classical.choice, Quot.sound]
#print axioms PAWGreenFunction.amplitudes_of_state
-- 'PAWGreenFunction.amplitudes_of_state' depends on axioms: [propext, Classical.choice, Quot.sound]
#print axioms PAWGreenFunction.state_of_amplitudes
-- 'PAWGreenFunction.state_of_amplitudes' depends on axioms: [propext, Classical.choice, Quot.sound]
```
